# Reactive and exit weights on a deterministic four-state cycle

A system with four states moves deterministically round the cycle 0 → 1 → 2 → 3 → 0, one state per time step, and each state has weight 1. The theorem states that the total weight of starting points in A = {0} that reach B = {3} before returning to A is 1, and that the weight of points leaving S in one step is 1 for S = {0} and 2 for S = {0, 2}. The weights are unnormalised; divided by the total weight 4, the three values are 1/4, 1/4 and 1/2. The proof first identifies the reactive set and the two exit sets explicitly, then substitutes them and leaves the sums to `norm_num`.

Lean 4 with Mathlib refuses this proof:

```lean
import Mathlib

open Finset

namespace TransitionStateBound

variable {X : Type*} [Fintype X]

/-- The trajectory of `x` starts in `A` and reaches `B` before returning to `A`. -/
def IsReactive (T : Equiv.Perm X) (A B : Finset X) (x : X) : Prop :=
  x ∈ A ∧ ∃ n, 0 < n ∧ (⇑T)^[n] x ∈ B ∧ ∀ k, 0 < k → k < n → (⇑T)^[k] x ∉ A

open scoped Classical in
/-- The set of reactive starting points in `A`. -/
noncomputable def reactiveSet (T : Equiv.Perm X) (A B : Finset X) : Finset X :=
  univ.filter (fun x => IsReactive T A B x)

open scoped Classical in
/-- The points of `S` that leave `S` in one step. -/
noncomputable def exitSet (T : Equiv.Perm X) (S : Finset X) : Finset X :=
  univ.filter (fun y => y ∈ S ∧ T y ∉ S)

/-- On the cycle 0 → 1 → 2 → 3 → 0 with unit weights, `A = {0}` and `B = {3}`, the reactive
weight is 1; the exit weight is 1 for `S = {0}` and 2 for `S = {0, 2}`. -/
theorem four_cycle_example :
    ∑ _x ∈ reactiveSet (Equiv.addRight (1 : Fin 4)) {0} {3}, (1 : ℝ) = 1 ∧
    ∑ _y ∈ exitSet (Equiv.addRight (1 : Fin 4)) {0}, (1 : ℝ) = 1 ∧
    ∑ _y ∈ exitSet (Equiv.addRight (1 : Fin 4)) {0, 2}, (1 : ℝ) = 2 := by
  have h1 : reactiveSet (Equiv.addRight (1 : Fin 4)) {0} {3} = {0} := by
    ext x
    simp only [reactiveSet, Finset.mem_filter, Finset.mem_univ, true_and]
    constructor
    · exact fun h => h.1
    · intro h
      obtain rfl := Finset.mem_singleton.1 h
      refine ⟨h, 3, by norm_num, by decide, ?_⟩
      intro k hk hk3
      interval_cases k <;> decide
  have h2 : exitSet (Equiv.addRight (1 : Fin 4)) {0} = {0} := by
    ext y
    simp only [exitSet, Finset.mem_filter, Finset.mem_univ, true_and]
    revert y
    decide
  have h3 : exitSet (Equiv.addRight (1 : Fin 4)) {0, 2} = {0, 2} := by
    ext y
    simp only [exitSet, Finset.mem_filter, Finset.mem_univ, true_and]
    revert y
    decide
  rw [h1, h2, h3]
  norm_num

end TransitionStateBound
```

The error:

```
Main.lean:28:71: error: unsolved goals
h1 : reactiveSet (Equiv.addRight 1) {0} {3} = {0}
h2 : exitSet (Equiv.addRight 1) {0} = {0}
h3 : exitSet (Equiv.addRight 1) {0, 2} = {0, 2}
⊢ ↑(#{0, 2}) = 2
```

After these edits no error is left:

```diff
@@ -47,5 +47,8 @@
     revert y
     decide
+  have h4 : ({0, 2} : Finset (Fin 4)).card = 2 := by decide
   rw [h1, h2, h3]
+  refine ⟨by simp, by simp, ?_⟩
+  rw [Finset.sum_const, h4]
   norm_num
 
```

The error says that one goal remains at the end of the proof: the number of elements of `{0, 2}`, cast to a real number, must equal 2. The three set identities are proved, and `norm_num` has disposed of the first two sums. It turned the third sum of ones into a cardinality but did not evaluate that cardinality.

The repair proves the missing fact separately: `h4` says that `{0, 2}`, as a `Finset (Fin 4)`, has cardinality 2, and `decide` establishes it by computation. The `refine` line then splits the conjunction, closes the two sums over `{0}` with `simp`, and leaves only the third. This split matters because `rw [Finset.sum_const]` on the whole conjunction would act on the sum over `{0}` first. On the third sum alone it produces the cardinality of `{0, 2}` multiplying 1, `h4` replaces that cardinality by 2, and `norm_num` finishes the remaining arithmetic.
